# For nearly free electrons, the second-order energy sum over the (110) shell becomes anisotropic at fourth order in k

In a body-centred cubic crystal, a weak periodic potential couples a free electron of wave vector $k$ to the states $k-G$, where the shortest reciprocal lattice vectors $G$ are the twelve of type (110). If the potential has Fourier components of equal magnitude on these twelve, their contribution to the second-order energy is proportional to a sum of inverse energy differences. The file below shows how this sum depends on the direction of $k$, as long as $k$, measured in units of $2\pi/a$ with $a$ the cubic lattice constant, stays inside the sphere $2k^2<1$.

```lean
import Mathlib

open Finset

namespace NearlyFreeElectrons

noncomputable section

/-- The twelve (110) reciprocal lattice vectors, listed in pairs `G`, `-G`. -/
def shell : Fin 12 → Fin 3 → ℤ :=
  ![![1, 1, 0], ![-1, -1, 0], ![1, -1, 0], ![-1, 1, 0],
    ![1, 0, 1], ![-1, 0, -1], ![1, 0, -1], ![-1, 0, 1],
    ![0, 1, 1], ![0, -1, -1], ![0, 1, -1], ![0, -1, 1]]

/-- The free-electron energy `k²`, in units with `ħ²/2m = 1`. -/
def energy (k : Fin 3 → ℝ) : ℝ := ∑ i, k i ^ 2

/-- The energy difference `k² - (k - G)²` for the shell vector `G` with label `a`. -/
def gap (k : Fin 3 → ℝ) (a : Fin 12) : ℝ :=
  energy k - energy (fun i => k i - (shell a i : ℝ))

/-- The second-order sum of `1 / (k² - (k - G)²)` over the shell, for wave vectors `k`
at which no energy difference vanishes. -/
def secondOrderSum (k : Fin 3 → ℝ) : ℝ := ∑ a, 1 / gap k a

/-- The quartic cubic invariant, the sum of `kᵢ² kⱼ²` over `i < j`. -/
def cubicQuartic (k : Fin 3 → ℝ) : ℝ :=
  k 0 ^ 2 * k 1 ^ 2 + k 0 ^ 2 * k 2 ^ 2 + k 1 ^ 2 * k 2 ^ 2

/-- The function `1 / (1 - y²)` of the scalar product `y = k · G`, for `y² ≠ 1`. -/
def pairTerm (y : ℝ) : ℝ := 1 / (1 - y ^ 2)

/-- The shell lists every integer vector of squared length 2, each exactly once. -/
theorem shell_complete : Function.Injective shell ∧
    ∀ n : Fin 3 → ℤ, n 0 ^ 2 + n 1 ^ 2 + n 2 ^ 2 = 2 ↔ ∃ a, shell a = n := by
  refine ⟨by decide +kernel, fun n => ⟨fun h => ?_, ?_⟩⟩
  · -- every component lies between -1 and 1, which leaves finitely many cases
    have hb : ∀ x y z : ℤ, x ^ 2 + y ^ 2 + z ^ 2 = 2 → x ∈ Icc (-1 : ℤ) 1 := by
      intro x y z h
      rw [Finset.mem_Icc]
      constructor <;> nlinarith [sq_nonneg y, sq_nonneg z]
    have key : ∀ x ∈ Icc (-1 : ℤ) 1, ∀ y ∈ Icc (-1 : ℤ) 1, ∀ z ∈ Icc (-1 : ℤ) 1,
        x * x + y * y + z * z = 2 → ∃ a, shell a = ![x, y, z] := by decide +kernel
    have hn : n = ![n 0, n 1, n 2] := by
      ext i
      fin_cases i <;> rfl
    rw [hn]
    exact key _ (hb _ (n 1) (n 2) h) _ (hb _ (n 0) (n 2) (by linarith))
      _ (hb _ (n 0) (n 1) (by linarith)) (by linarith)
  · rintro ⟨a, rfl⟩
    have h : ∀ a, shell a 0 * shell a 0 + shell a 1 * shell a 1
        + shell a 2 * shell a 2 = 2 := by decide +kernel
    linarith [h a]

/-- The energy difference is `2 k · G - 2`. -/
theorem gap_eq (k : Fin 3 → ℝ) (a : Fin 12) :
    gap k a = 2 * (k 0 * shell a 0 + k 1 * shell a 1 + k 2 * shell a 2) - 2 := by
  have h : (shell a 0 : ℝ) ^ 2 + (shell a 1 : ℝ) ^ 2 + (shell a 2 : ℝ) ^ 2 = 2 := by
    exact_mod_cast (shell_complete.2 (shell a)).2 ⟨a, rfl⟩
  simp only [gap, energy, Fin.sum_univ_three]
  linear_combination -h

/-- For `2k² < 1` every energy difference in the second-order sum is negative. -/
theorem gap_neg (k : Fin 3 → ℝ) (hk : 2 * energy k < 1) (a : Fin 12) : gap k a < 0 := by
  have h : (shell a 0 : ℝ) ^ 2 + (shell a 1 : ℝ) ^ 2 + (shell a 2 : ℝ) ^ 2 = 2 := by
    exact_mod_cast (shell_complete.2 (shell a)).2 ⟨a, rfl⟩
  rw [gap_eq]
  simp only [energy, Fin.sum_univ_three] at hk
  generalize (shell a 0 : ℝ) = u at *
  generalize (shell a 1 : ℝ) = v at *
  generalize (shell a 2 : ℝ) = w at *
  -- Cauchy-Schwarz for the scalar product k · G
  have hc : (k 0 * u + k 1 * v + k 2 * w) ^ 2
      ≤ (k 0 ^ 2 + k 1 ^ 2 + k 2 ^ 2) * (u ^ 2 + v ^ 2 + w ^ 2) := by
    nlinarith [sq_nonneg (k 0 * v - k 1 * u), sq_nonneg (k 0 * w - k 2 * u),
      sq_nonneg (k 1 * w - k 2 * v)]
  rw [h] at hc
  nlinarith [sq_nonneg (k 0 * u + k 1 * v + k 2 * w - 1)]

/-- The squared scalar product `(k · G)²` is at most `2k²`, stated for one shell vector `G` from
each of the six pairs `G`, `-G`. -/
theorem projection_sq_le (k : Fin 3 → ℝ) :
    (k 0 + k 1) ^ 2 ≤ 2 * energy k ∧ (k 0 - k 1) ^ 2 ≤ 2 * energy k ∧
    (k 0 + k 2) ^ 2 ≤ 2 * energy k ∧ (k 0 - k 2) ^ 2 ≤ 2 * energy k ∧
    (k 1 + k 2) ^ 2 ≤ 2 * energy k ∧ (k 1 - k 2) ^ 2 ≤ 2 * energy k := by
  simp only [energy, Fin.sum_univ_three]
  refine ⟨?_, ?_, ?_, ?_, ?_, ?_⟩ <;>
    nlinarith [sq_nonneg (k 0), sq_nonneg (k 1), sq_nonneg (k 2),
      sq_nonneg (k 0 - k 1), sq_nonneg (k 0 + k 1), sq_nonneg (k 0 - k 2),
      sq_nonneg (k 0 + k 2), sq_nonneg (k 1 - k 2), sq_nonneg (k 1 + k 2)]

/-- For `2k² < 1` the terms of `G` and `-G` combine, and the second-order sum is minus the
sum of `1 / (1 - (k · G)²)` over the six pairs. -/
theorem secondOrderSum_eq (k : Fin 3 → ℝ) (hk : 2 * energy k < 1) :
    secondOrderSum k = -(pairTerm (k 0 + k 1) + pairTerm (k 0 - k 1)
      + pairTerm (k 0 + k 2) + pairTerm (k 0 - k 2)
      + pairTerm (k 1 + k 2) + pairTerm (k 1 - k 2)) := by
  have pair : ∀ y : ℝ, y ^ 2 ≤ 2 * energy k →
      1 / (2 * y - 2) + 1 / (2 * (-y) - 2) = -pairTerm y := by
    intro y hy
    have hy1 : y ^ 2 < 1 := lt_of_le_of_lt hy hk
    have h1 : 2 * y - 2 ≠ 0 := by
      intro e
      have e' : y = 1 := by linarith
      rw [e'] at hy1
      norm_num at hy1
    have h2 : 2 * (-y) - 2 ≠ 0 := by
      intro e
      have e' : y = -1 := by linarith
      rw [e'] at hy1
      norm_num at hy1
    have h3 : 1 - y ^ 2 ≠ 0 := by linarith
    rw [pairTerm, div_add_div _ _ h1 h2, ← neg_div, div_eq_div_iff (mul_ne_zero h1 h2) h3]
    ring
  have h12 : ∀ F : Fin 12 → ℝ, ∑ a, F a = F 0 + F 1 + F 2 + F 3 + F 4 + F 5 + F 6 + F 7
      + F 8 + F 9 + F 10 + F 11 := by
    intro F
    rw [Fin.sum_univ_castSucc, Fin.sum_univ_castSucc, Fin.sum_univ_castSucc,
      Fin.sum_univ_castSucc, Fin.sum_univ_eight]
    rfl
  -- the twelve scalar products k · G
  have hx : ∀ a, k 0 * (shell a 0 : ℝ) + k 1 * shell a 1 + k 2 * shell a 2 =
      (![k 0 + k 1, -(k 0 + k 1), k 0 - k 1, -(k 0 - k 1),
        k 0 + k 2, -(k 0 + k 2), k 0 - k 2, -(k 0 - k 2),
        k 1 + k 2, -(k 1 + k 2), k 1 - k 2, -(k 1 - k 2)] : Fin 12 → ℝ) a := by
    intro a
    fin_cases a <;> simp [shell] <;> ring
  obtain ⟨b1, b2, b3, b4, b5, b6⟩ := projection_sq_le k
  simp only [secondOrderSum, gap_eq, hx]
  rw [h12]
  simp only [Matrix.cons_val]
  linear_combination pair _ b1 + pair _ b2 + pair _ b3 + pair _ b4 + pair _ b5 + pair _ b6

/-- For `y² ≤ s < 1`, the function `1 / (1 - y²)` exceeds `1 + y² + y⁴` by an amount
between 0 and `s² y² / (1 - s)`. -/
theorem pairTerm_bounds (y s : ℝ) (hy : y ^ 2 ≤ s) (hs : s < 1) :
    1 + y ^ 2 + y ^ 4 ≤ pairTerm y ∧
    pairTerm y ≤ 1 + y ^ 2 + y ^ 4 + s ^ 2 / (1 - s) * y ^ 2 := by
  have hpos : 0 < 1 - y ^ 2 := by linarith
  have e : pairTerm y = 1 + y ^ 2 + y ^ 4 + y ^ 6 / (1 - y ^ 2) := by
    rw [pairTerm, div_eq_iff hpos.ne', add_mul, div_mul_cancel₀ _ hpos.ne']
    ring
  have h0 : 0 ≤ y ^ 6 / (1 - y ^ 2) := div_nonneg (by positivity) hpos.le
  have hsq : (y ^ 2) ^ 2 ≤ s ^ 2 := pow_le_pow_left₀ (sq_nonneg y) hy 2
  have hnum : y ^ 6 ≤ s ^ 2 * y ^ 2 := by
    linarith [mul_le_mul_of_nonneg_right hsq (sq_nonneg y)]
  have h1 : y ^ 6 / (1 - y ^ 2) ≤ s ^ 2 * y ^ 2 / (1 - s) :=
    div_le_div₀ (by positivity) hnum (by linarith) (by linarith)
  have h2 : s ^ 2 * y ^ 2 / (1 - s) = s ^ 2 / (1 - s) * y ^ 2 := by ring
  constructor <;> linarith

/-- For `2k² < 1` the second-order sum equals `-6 - 4k² - 4k⁴ - 4 ∑ kᵢ² kⱼ²` (over `i < j`)
up to a remainder between `-16k⁶ / (1 - 2k²)` and 0. -/
theorem secondOrderSum_expansion (k : Fin 3 → ℝ) (hk : 2 * energy k < 1) :
    ∃ R : ℝ, secondOrderSum k
        = -6 - 4 * energy k - 4 * energy k ^ 2 - 4 * cubicQuartic k + R ∧
      -(16 * energy k ^ 3 / (1 - 2 * energy k)) ≤ R ∧ R ≤ 0 := by
  refine ⟨secondOrderSum k + 6 + 4 * energy k + 4 * energy k ^ 2 + 4 * cubicQuartic k,
    by ring, ?_⟩
  rw [secondOrderSum_eq k hk]
  obtain ⟨b1, b2, b3, b4, b5, b6⟩ := projection_sq_le k
  obtain ⟨l1, u1⟩ := pairTerm_bounds _ _ b1 hk
  obtain ⟨l2, u2⟩ := pairTerm_bounds _ _ b2 hk
  obtain ⟨l3, u3⟩ := pairTerm_bounds _ _ b3 hk
  obtain ⟨l4, u4⟩ := pairTerm_bounds _ _ b4 hk
  obtain ⟨l5, u5⟩ := pairTerm_bounds _ _ b5 hk
  obtain ⟨l6, u6⟩ := pairTerm_bounds _ _ b6 hk
  -- second and fourth moments of the projections
  have m2 : (k 0 + k 1) ^ 2 + (k 0 - k 1) ^ 2 + (k 0 + k 2) ^ 2 + (k 0 - k 2) ^ 2
      + (k 1 + k 2) ^ 2 + (k 1 - k 2) ^ 2 = 4 * energy k := by
    simp only [energy, Fin.sum_univ_three]
    ring
  have m4 : (k 0 + k 1) ^ 4 + (k 0 - k 1) ^ 4 + (k 0 + k 2) ^ 4 + (k 0 - k 2) ^ 4
      + (k 1 + k 2) ^ 4 + (k 1 - k 2) ^ 4 = 4 * energy k ^ 2 + 4 * cubicQuartic k := by
    simp only [energy, cubicQuartic, Fin.sum_univ_three]
    ring
  have hc : 16 * energy k ^ 3 / (1 - 2 * energy k)
      = (2 * energy k) ^ 2 / (1 - 2 * energy k) * (4 * energy k) := by ring
  rw [hc]
  generalize (2 * energy k) ^ 2 / (1 - 2 * energy k) = c at *
  have mc := congrArg (fun x => c * x) m2
  simp only [mul_add] at mc
  constructor <;> linarith

/-- For two wave vectors of equal length with `2k² < 1`, the second-order sums differ by
`-4` times the difference of the quartic cubic invariants, up to `16k⁶ / (1 - 2k²)`. -/
theorem anisotropy_bound (k p : Fin 3 → ℝ) (hk : 2 * energy k < 1)
    (hp : energy p = energy k) :
    |secondOrderSum k - secondOrderSum p + 4 * (cubicQuartic k - cubicQuartic p)|
      ≤ 16 * energy k ^ 3 / (1 - 2 * energy k) := by
  obtain ⟨R, e, l, u⟩ := secondOrderSum_expansion k hk
  obtain ⟨R', e', l', u'⟩ := secondOrderSum_expansion p (by rw [hp]; exact hk)
  rw [hp] at e' l'
  rw [abs_le]
  constructor <;> linarith

/-- At equal length `q` with `2q² < 1`, the second-order sums along [100] and [111] differ by
exactly `4q⁴ / ((1 - q²)(3 - 4q²))`. -/
theorem anisotropy_100_111 (q t : ℝ) (hq : 2 * q ^ 2 < 1) (ht : 3 * t ^ 2 = q ^ 2) :
    secondOrderSum ![q, 0, 0] - secondOrderSum ![t, t, t]
      = 4 * q ^ 4 / ((1 - q ^ 2) * (3 - 4 * q ^ 2)) := by
  have e1 : energy ![q, 0, 0] = q ^ 2 := by simp [energy, Fin.sum_univ_three]
  have e2 : energy ![t, t, t] = q ^ 2 := by
    rw [← ht]
    simp only [energy, Fin.sum_univ_three, Matrix.cons_val]
    ring
  have h1 : 1 - q ^ 2 ≠ 0 := by nlinarith [sq_nonneg q]
  have h3 : 3 - 4 * q ^ 2 ≠ 0 := by
    have : 0 < 3 - 4 * q ^ 2 := by linarith
    exact this.ne'
  have h4 : 0 < 1 - (t + t) ^ 2 := by nlinarith [sq_nonneg t]
  have p0 : pairTerm 0 = 1 := by norm_num [pairTerm]
  have p1 : pairTerm q = 1 / (1 - q ^ 2) := rfl
  have p2 : pairTerm (t + t) = 3 / (3 - 4 * q ^ 2) := by
    rw [pairTerm, div_eq_div_iff h4.ne' h3]
    linear_combination 4 * ht
  rw [secondOrderSum_eq _ (by rw [e1]; exact hq), secondOrderSum_eq _ (by rw [e2]; exact hq)]
  simp only [Matrix.cons_val, add_zero, sub_zero, sub_self, p0, p1, p2]
  -- multiply through by both denominators
  have c1 : 1 / (1 - q ^ 2) * (1 - q ^ 2) = 1 := div_mul_cancel₀ _ h1
  have c3 : 3 / (3 - 4 * q ^ 2) * (3 - 4 * q ^ 2) = 3 := div_mul_cancel₀ _ h3
  rw [eq_div_iff (mul_ne_zero h1 h3)]
  linear_combination (-4 * (3 - 4 * q ^ 2)) * c1 + (3 * (1 - q ^ 2)) * c3

end

end NearlyFreeElectrons
```

```lean
#print axioms NearlyFreeElectrons.gap_neg
-- 'NearlyFreeElectrons.gap_neg' depends on axioms: [propext, Classical.choice, Quot.sound]
#print axioms NearlyFreeElectrons.secondOrderSum_expansion
-- 'NearlyFreeElectrons.secondOrderSum_expansion' depends on axioms: [propext, Classical.choice, Quot.sound]
#print axioms NearlyFreeElectrons.anisotropy_bound
-- 'NearlyFreeElectrons.anisotropy_bound' depends on axioms: [propext, Classical.choice, Quot.sound]
#print axioms NearlyFreeElectrons.anisotropy_100_111
-- 'NearlyFreeElectrons.anisotropy_100_111' depends on axioms: [propext, Classical.choice, Quot.sound]
```

## The energy sum and its expansion

Wave vectors are measured in units of $2\pi/a$, with $a$ the cubic lattice constant, and energies in units in which $\hbar^2/2m=1$. The vectors $G$ are then the permutations of $(\pm1,\pm1,0)$, and the second-order sum is

$$S(k)=\sum_G \frac{1}{k^2-(k-G)^2}.$$

If the Fourier component of the potential has the same magnitude $V$ on the whole shell, the shell contributes $V^2S(k)$ to the energy shift in second-order perturbation theory.

Write $Q(k)=k_0^2k_1^2+k_0^2k_2^2+k_1^2k_2^2$, with components numbered from 0 as in the code. The main theorem, `secondOrderSum_expansion`, says that for $2k^2<1$

$$S=-6-4k^2-4k^4-4Q+R,\qquad -\frac{16k^6}{1-2k^2}\le R\le 0.$$

The equation alone would fix $R$ as whatever is left over, so the content lies in the two bounds. Up to second order $S$ depends only on the length of $k$; the first term that sees its direction is $-4Q$.

Two further theorems compare directions at equal length, again for $2k^2<1$. `anisotropy_bound` states that if $p^2=k^2$, then $S(k)-S(p)$ equals $-4\,(Q(k)-Q(p))$ to within $16k^6/(1-2k^2)$. `anisotropy_100_111` gives an exact value at $|k|=|q|$:

$$S_{[100]}-S_{[111]}=\frac{4q^4}{(1-q^2)(3-4q^2)}.$$

This is positive for $q\neq0$, so at equal length the second-order energy is higher along [100] than along [111].

## The physics in the definitions

A wave vector is a function `k : Fin 3 → ℝ`, and `energy k` is $k^2$. The function `shell` lists the twelve $G$ as integer vectors, and `shell_complete` confirms that the list contains every integer vector of squared length 2 exactly once. `gap k a` is the energy difference for the vector with label `a`, written as a difference of two free-electron energies. `secondOrderSum` is $S$ and `cubicQuartic` is $Q$.

The hypothesis `2 * energy k < 1` has a geometric meaning. The state $k$ is degenerate with $k-G$ on the Bragg plane $k\cdot G=1$, which lies at distance $1/\sqrt2$ from the origin. The condition therefore describes the open ball that touches the faces of the first Brillouin zone from inside. There `gap_neg` shows every energy difference to be negative, so no term of the sum relies on Lean's convention for division by zero.

The model has non-interacting electrons, a single shell and one common $|V_G|$, and the theorems concern $S$, not a Fermi surface. Within that model, the second-order energy $k^2+V^2S$ has an isotropic quadratic part, so a small Fermi sphere is first distorted by the quartic term. The remainder bound is useful mainly at small $k$: it falls below the largest quartic difference between directions, $4k^4/3$, only when $k^2<1/14$.

## From twelve fractions to six

Since $G^2=2$,

$$k^2-(k-G)^2=2k\cdot G-2,$$

which is `gap_eq`. The Cauchy–Schwarz inequality gives $(k\cdot G)^2\le 2k^2<1$, hence $k\cdot G<1$ and the difference is negative. In `gap_neg`, `nlinarith` obtains this inequality from the squares of the components of $k\times G$.

The shell contains $-G$ along with each $G$. Write $y=k\cdot G$, called a projection below although $G$ has length $\sqrt2$ rather than 1. The two terms add up to

$$\frac1{2y-2}+\frac1{-2y-2}=-\frac12\left(\frac1{1-y}+\frac1{1+y}\right)=-\frac1{1-y^2}.$$

The code calls $1/(1-y^2)$ `pairTerm y`. In `secondOrderSum_eq`, the local statement `pair` is this identity and `hx` evaluates the twelve projections. The result is

$$S=-\sum_{y}\frac1{1-y^2},\qquad y\in\{k_0\pm k_1,\;k_0\pm k_2,\;k_1\pm k_2\},$$

where the sum has one term for each of the six pairs, even if some projections coincide.

## Moments and the remainder

The geometric series, stopped after fourth order, reads

$$\frac1{1-y^2}=1+y^2+y^4+\frac{y^6}{1-y^2}.$$

The last term is non-negative. With $s=2k^2$ and $y^2\le s<1$, it is at most $s^2y^2/(1-s)$. This is `pairTerm_bounds`; the inequalities $y^2\le 2k^2$ for the six projections come from `projection_sq_le`.

What remains is to sum over the pairs. For the second moment, $(k_0+k_1)^2+(k_0-k_1)^2=2k_0^2+2k_1^2$, and each component appears in two such combinations, so

$$\sum_y y^2=4k^2.$$

For the fourth moment, $(k_0+k_1)^4+(k_0-k_1)^4=2k_0^4+12k_0^2k_1^2+2k_1^4$, and likewise for the other two combinations. Using $\sum_i k_i^4=k^4-2Q$,

$$\sum_y y^4=4\sum_i k_i^4+12Q=4k^4+4Q.$$

These are `m2` and `m4` in the main proof. With the constant 6 and the overall minus sign they produce the stated polynomial. The tails sum to at most

$$\frac{(2k^2)^2}{1-2k^2}\sum_y y^2=\frac{4k^4}{1-2k^2}\cdot4k^2=\frac{16k^6}{1-2k^2},$$

and they enter $S$ with a minus sign, which places $R$ between minus this value and zero. Keeping one factor $y^2$ until the sum is taken gives the coefficient 16; bounding all three factors by $2k^2$ would give 48. In Lean, `linarith` combines the six pairs of bounds with the moments.

For `anisotropy_bound`, the expansion is applied to both wave vectors. The isotropic terms cancel, and the difference of two remainders from the same interval is no larger in magnitude than the interval's length.

## Exact values along symmetry directions

Along [100], four of the six projections have magnitude $|q|$ and two vanish. Along [111], with $k=(t,t,t)$ and $3t^2=q^2$, three projections equal $2t$ and three vanish. Hence

$$S_{[100]}=-2-\frac4{1-q^2},\qquad S_{[111]}=-3-\frac9{3-4q^2}.$$

Over the common denominator $(1-q^2)(3-4q^2)$, the numerator of the difference is

$$(3-7q^2+4q^4)-4(3-4q^2)+9(1-q^2)=4q^4.$$

The Lean proof evaluates the same pair terms, multiplies through by both denominators and finishes with `linear_combination`.

The same argument treats [110], where one projection has square $2q^2$, one vanishes and four have square $q^2/2$. A short calculation by hand gives

$$S_{[100]}-S_{[110]}=\frac{2q^4(1+q^2)}{(1-q^2)(1-2q^2)(2-q^2)}.$$

It also starts at fourth order, but it diverges as $2q^2\to1$, where [110] meets the zone face. The divergence belongs to the second-order formula, not to the true energy: close to the face the states $k$ and $k-G$ are nearly degenerate, and non-degenerate perturbation theory no longer applies.

## Unequal Fourier components

The sum could also have been defined with a weight $|V_G|^2$ on each term. For a real potential $G$ and $-G$ carry equal weights, so the pairing survives. The second moment, however, becomes a weighted sum of $(k\cdot G)^2$, which need not be proportional to $k^2$ when the weights differ between pairs. Anisotropy can then appear already at second order; equal weights on the shell, which the cubic symmetry of the crystal guarantees, rule this out.
